# A three-level decay with a positive semidefinite stationary state conserves an observable that does not commute with a Kraus operator

In one step of a quantum channel on a three-level system, the third level decays into the first with probability 9/25 and into the second with probability 16/25, while the first two levels stay as they are. The theorem states that the three Kraus operators satisfy ∑ K†K = 1, and that the positive semidefinite matrix diag(1, 0, 0), a state of trace one, is stationary. It also states that the channel in the Heisenberg picture leaves the observable diag(25, 0, 9) unchanged, though this observable does not commute with the Kraus operator for decay into the first level. The attempt proves the matrix equalities entry by entry, semidefiniteness from the diagonal entries, and the failure to commute by comparing the entries in the first row and third column.

As first written in Lean, the proof fails:

```lean
import Mathlib

open Matrix
open scoped ComplexOrder

namespace SemidefiniteNotEnough

noncomputable section

variable {ι n : Type*} [Fintype ι] [Fintype n]

/-- The channel in the Heisenberg picture: an observable `X` becomes `∑ K_j† X K_j`. -/
def heisenberg (K : ι → Matrix n n ℂ) (X : Matrix n n ℂ) : Matrix n n ℂ :=
  ∑ j, (K j)ᴴ * X * K j

/-- The channel in the Schrödinger picture: a state `ρ` becomes `∑ K_j ρ K_j†`. -/
def schrodinger (K : ι → Matrix n n ℂ) (ρ : Matrix n n ℂ) : Matrix n n ℂ :=
  ∑ j, K j * ρ * (K j)ᴴ

/-- Kraus operators of a three-level system whose third level decays into the first with
probability 9/25 and into the second with probability 16/25. -/
def decay : Fin 3 → Matrix (Fin 3) (Fin 3) ℂ :=
  ![!![1, 0, 0; 0, 1, 0; 0, 0, 0], !![0, 0, 3/5; 0, 0, 0; 0, 0, 0],
    !![0, 0, 0; 0, 0, 4/5; 0, 0, 0]]

/-- A positive semidefinite stationary state is not enough: the three-level decay has one,
and it conserves `diag(25, 0, 9)`, which does not commute with a Kraus operator. -/
theorem semidefinite_not_enough :
    ∑ j, (decay j)ᴴ * decay j = 1 ∧
    (Matrix.diagonal ![(1 : ℂ), 0, 0]).PosSemidef ∧
    schrodinger decay (Matrix.diagonal ![1, 0, 0]) = Matrix.diagonal ![1, 0, 0] ∧
    heisenberg decay (Matrix.diagonal ![25, 0, 9]) = Matrix.diagonal ![25, 0, 9] ∧
    Matrix.diagonal ![25, 0, 9] * decay 1 ≠ decay 1 * Matrix.diagonal ![25, 0, 9] := by
  refine ⟨?_, ?_, ?_, ?_, ?_⟩
  · ext i j
    fin_cases i <;> fin_cases j <;>
      simp [decay, Matrix.mul_apply, Fin.sum_univ_three] <;> norm_num
  · rw [Matrix.posSemidef_diagonal_iff]
    intro i
    fin_cases i <;> simp
  · ext i j
    fin_cases i <;> fin_cases j <;>
      simp [schrodinger, decay, Matrix.mul_apply, Fin.sum_univ_three]
  · ext i j
    fin_cases i <;> fin_cases j <;>
      simp [heisenberg, decay, Matrix.mul_apply, Fin.sum_univ_three] <;> norm_num
  · intro h
    -- compare the entries that link the first and the third level
    have h02 := congrFun (congrFun h 0) 2
    norm_num [decay, Matrix.mul_apply, Fin.sum_univ_three] at h02

end

end SemidefiniteNotEnough
```

The compiler's answer:

```
Main.lean:35:2: error: unsolved goals
case refine_1.«2».«2»
⊢ (starRingEnd ℂ) 3 / (starRingEnd ℂ) 5 * (3 / 5) + (starRingEnd ℂ) 4 / (starRingEnd ℂ) 5 * (4 / 5) = 1
Main.lean:41:2: error: unsolved goals
case refine_3.«0».«0»
⊢ (![1, 0, 0] ᵥ* (diagonal ![1, 0, 0] * !![1, 0, 0; 0, 1, 0; 0, 0, 0]ᴴ)) 0 +
        (![0, 0, 3 / 5] ᵥ* (diagonal ![1, 0, 0] * !![0, 0, 3 / 5; 0, 0, 0; 0, 0, 0]ᴴ)) 0 +
      (![0, 0, 0] ᵥ* (diagonal ![1, 0, 0] * !![0, 0, 0; 0, 0, 4 / 5; 0, 0, 0]ᴴ)) 0 =
    1

case refine_3.«0».«1»
⊢ (![1, 0, 0] ᵥ* (diagonal ![1, 0, 0] * !![1, 0, 0; 0, 1, 0; 0, 0, 0]ᴴ)) 1 +
        (![0, 0, 3 / 5] ᵥ* (diagonal ![1, 0, 0] * !![0, 0, 3 / 5; 0, 0, 0; 0, 0, 0]ᴴ)) 1 +
      (![0, 0, 0] ᵥ* (diagonal ![1, 0, 0] * !![0, 0, 0; 0, 0, 4 / 5; 0, 0, 0]ᴴ)) 1 =
    0

case refine_3.«0».«2»
⊢ (![1, 0, 0] ᵥ* (diagonal ![1, 0, 0] * !![1, 0, 0; 0, 1, 0; 0, 0, 0]ᴴ)) 2 +
        (![0, 0, 3 / 5] ᵥ* (diagonal ![1, 0, 0] * !![0, 0, 3 / 5; 0, 0, 0; 0, 0, 0]ᴴ)) 2 +
      (![0, 0, 0] ᵥ* (diagonal ![1, 0, 0] * !![0, 0, 0; 0, 0, 4 / 5; 0, 0, 0]ᴴ)) 2 =
    0

case refine_3.«1».«0»
⊢ (![0, 1, 0] ᵥ* (diagonal ![1, 0, 0] * !![1, 0, 0; 0, 1, 0; 0, 0, 0]ᴴ)) 0 +
        (![0, 0, 0] ᵥ* (diagonal ![1, 0, 0] * !![0, 0, 3 / 5; 0, 0, 0; 0, 0, 0]ᴴ)) 0 +
      (![0, 0, 4 / 5] ᵥ* (diagonal ![1, 0, 0] * !![0, 0, 0; 0, 0, 4 / 5; 0, 0, 0]ᴴ)) 0 =
    0

case refine_3.«1».«1»
⊢ (![0, 1, 0] ᵥ* (diagonal ![1, 0, 0] * !![1, 0, 0; 0, 1, 0; 0, 0, 0]ᴴ)) 1 +
        (![0, 0, 0] ᵥ* (diagonal ![1, 0, 0] * !![0, 0, 3 / 5; 0, 0, 0; 0, 0, 0]ᴴ)) 1 +
      (![0, 0, 4 / 5] ᵥ* (diagonal ![1, 0, 0] * !![0, 0, 0; 0, 0, 4 / 5; 0, 0, 0]ᴴ)) 1 =
    0

case refine_3.«1».«2»
⊢ (![0, 1, 0] ᵥ* (diagonal ![1, 0, 0] * !![1, 0, 0; 0, 1, 0; 0, 0, 0]ᴴ)) 2 +
        (![0, 0, 0] ᵥ* (diagonal ![1, 0, 0] * !![0, 0, 3 / 5; 0, 0, 0; 0, 0, 0]ᴴ)) 2 +
      (![0, 0, 4 / 5] ᵥ* (diagonal ![1, 0, 0] * !![0, 0, 0; 0, 0, 4 / 5; 0, 0, 0]ᴴ)) 2 =
    0

case refine_3.«2».«0»
⊢ (![0, 0, 0] ᵥ* (diagonal ![1, 0, 0] * !![1, 0, 0; 0, 1, 0; 0, 0, 0]ᴴ)) 0 +
        (![0, 0, 0] ᵥ* (diagonal ![1, 0, 0] * !![0, 0, 3 / 5; 0, 0, 0; 0, 0, 0]ᴴ)) 0 +
      (![0, 0, 0] ᵥ* (diagonal ![1, 0, 0] * !![0, 0, 0; 0, 0, 4 / 5; 0, 0, 0]ᴴ)) 0 =
    0

case refine_3.«2».«1»
⊢ (![0, 0, 0] ᵥ* (diagonal ![1, 0, 0] * !![1, 0, 0; 0, 1, 0; 0, 0, 0]ᴴ)) 1 +
        (![0, 0, 0] ᵥ* (diagonal ![1, 0, 0] * !![0, 0, 3 / 5; 0, 0, 0; 0, 0, 0]ᴴ)) 1 +
      (![0, 0, 0] ᵥ* (diagonal ![1, 0, 0] * !![0, 0, 0; 0, 0, 4 / 5; 0, 0, 0]ᴴ)) 1 =
    0

case refine_3.«2».«2»
⊢ (![0, 0, 0] ᵥ* (diagonal ![1, 0, 0] * !![1, 0, 0; 0, 1, 0; 0, 0, 0]ᴴ)) 2 +
        (![0, 0, 0] ᵥ* (diagonal ![1, 0, 0] * !![0, 0, 3 / 5; 0, 0, 0; 0, 0, 0]ᴴ)) 2 +
      (![0, 0, 0] ᵥ* (diagonal ![1, 0, 0] * !![0, 0, 0; 0, 0, 4 / 5; 0, 0, 0]ᴴ)) 2 =
    0
Main.lean:44:2: error: unsolved goals
case refine_4.«2».«2»
⊢ (starRingEnd ℂ) 3 / (starRingEnd ℂ) 5 * 25 * (3 / 5) = 9
Main.lean:47:2: error: unsolved goals
case refine_5
h : diagonal ![25, 0, 9] * decay 1 = decay 1 * diagonal ![25, 0, 9]
h02 :
  25 * ![0, 0, 3 / 5] 2 +
      diagonal ![25, 0, 9] 0 2 *
        vecCons (![0, 0, 3 / 5] 2) (fun i => vecCons (![0, 0, 0] 2) (fun i => ![0, 0, 0] 2) i) 2 =
    ![0, 0, 3 / 5] 2 * ![25, 0, 9] 2
⊢ False
Main.lean:43:32: warning: This simp argument is unused:
  Matrix.mul_apply

Hint: Omit it from the simp argument list.
  [apply] simp [schrodinger, decay, Fin.sum_univ_three]

Note: This linter can be disabled with `set_option linter.unusedSimpArgs false`
```

As a diff, the version that Lean accepts:

```diff
@@ -32,21 +32,33 @@
     heisenberg decay (Matrix.diagonal ![25, 0, 9]) = Matrix.diagonal ![25, 0, 9] ∧
     Matrix.diagonal ![25, 0, 9] * decay 1 ≠ decay 1 * Matrix.diagonal ![25, 0, 9] := by
+  -- all Kraus entries are real
+  have hreal : ∀ j a b, star (decay j a b) = decay j a b := by
+    intro j a b
+    apply Complex.conj_eq_iff_im.2
+    fin_cases j <;> fin_cases a <;> fin_cases b <;> simp [decay]
   refine ⟨?_, ?_, ?_, ?_, ?_⟩
   · ext i j
-    fin_cases i <;> fin_cases j <;>
-      simp [decay, Matrix.mul_apply, Fin.sum_univ_three] <;> norm_num
+    simp only [Fin.sum_univ_three, Matrix.add_apply, Matrix.mul_apply,
+      Matrix.conjTranspose_apply, hreal]
+    fin_cases i <;> fin_cases j <;> simp [decay]
+    norm_num
   · rw [Matrix.posSemidef_diagonal_iff]
     intro i
     fin_cases i <;> simp
   · ext i j
-    fin_cases i <;> fin_cases j <;>
-      simp [schrodinger, decay, Matrix.mul_apply, Fin.sum_univ_three]
+    simp only [schrodinger, Fin.sum_univ_three, Matrix.add_apply, Matrix.mul_apply,
+      Matrix.conjTranspose_apply, Matrix.diagonal_apply, hreal]
+    fin_cases i <;> fin_cases j <;> simp [decay]
   · ext i j
-    fin_cases i <;> fin_cases j <;>
-      simp [heisenberg, decay, Matrix.mul_apply, Fin.sum_univ_three] <;> norm_num
+    simp only [heisenberg, Fin.sum_univ_three, Matrix.add_apply, Matrix.mul_apply,
+      Matrix.conjTranspose_apply, Matrix.diagonal_apply, hreal]
+    fin_cases i <;> fin_cases j <;> simp [decay]
+    norm_num
   · intro h
     -- compare the entries that link the first and the third level
     have h02 := congrFun (congrFun h 0) 2
-    norm_num [decay, Matrix.mul_apply, Fin.sum_univ_three] at h02
+    rw [Matrix.diagonal_mul, Matrix.mul_diagonal] at h02
+    have h' : (25 : ℂ) * (3/5) = 3/5 * 9 := by simpa [decay] using h02
+    norm_num at h'
 
 end
```

Cause. In the first and fourth parts, `simp` and `norm_num` leave the complex conjugates of 3 and 5 unevaluated, as `(starRingEnd ℂ) 3` and `(starRingEnd ℂ) 5`. The new `hreal` shows that every Kraus entry is its own conjugate, because its imaginary part is zero, and so removes the conjugation before the numbers appear.

In the third part, `simp` turns the products of explicit matrices into row vectors times matrices, written `ᵥ*`, and stops there. `Matrix.mul_apply` finds nothing to rewrite, as the warning confirms. The repair expands the products with `simp only` while `decay` is still folded, and only then puts in the entries.

In the last part, `norm_num` leaves `h02` with unevaluated vector and diagonal entries, so it finds no contradiction. `Matrix.diagonal_mul` and `Matrix.mul_diagonal` reduce each side to one matrix entry times one diagonal entry. `simpa` then gives 25 · (3/5) = (3/5) · 9, which `norm_num` refutes.
